# A real polynomial with equal values at k energies has at least k − 1 critical points between the lowest and the highest

Let a real polynomial in the energy take the same value `c` at every point of a finite set `S` of k distinct energies. The lemma states that there are then at least k − 1 distinct energies, each strictly between the lowest and the highest member of `S`, at which the derivative of the polynomial vanishes. The energies are simply real numbers: no Hamiltonian enters, and the polynomial may have any degree or be constant. The proof is by induction on `S`, adding each time an energy above all the earlier ones. Rolle's theorem gives a critical point between the two highest energies, and this point is new because the earlier ones all lie lower.

The first attempt, which Lean rejects:

```lean
import Mathlib

open Matrix Polynomial

namespace CriticalPoints

noncomputable section

/-- If a polynomial takes one and the same value at all `k` energies of a finite set, then it has at
least `k - 1` critical points strictly between the lowest and the highest of them. -/
theorem critical_points (p : ℝ[X]) (c : ℝ) (S : Finset ℝ) (h : ∀ x ∈ S, p.eval x = c) :
    ∃ T : Finset ℝ, S.card ≤ T.card + 1 ∧ ∀ t ∈ T, p.derivative.eval t = 0 ∧
      (∃ x ∈ S, x < t) ∧ ∃ y ∈ S, t < y := by
  induction S using Finset.induction_on_max with
  | h0 => exact ⟨∅, by simp, by simp⟩
  | step a s ha ih =>
    obtain ⟨T, hc, hT⟩ := ih fun x hx => h x (Finset.mem_insert_of_mem hx)
    rcases s.eq_empty_or_nonempty with rfl | hs
    · exact ⟨∅, by simp, by simp⟩
    · have hb := s.max'_mem hs
      -- Rolle's theorem between the two highest energies
      obtain ⟨t, ht, ht0⟩ := exists_hasDerivAt_eq_zero (f := fun x => p.eval x)
        (f' := fun x => p.derivative.eval x) (ha _ hb) p.continuous.continuousOn
        ((h _ (Finset.mem_insert_of_mem hb)).trans (h a (Finset.mem_insert_self a s)).symm)
        (fun x _ => p.hasDerivAt x)
      have htT : t ∉ T := by
        intro hmem
        obtain ⟨-, -, y, hy, hty⟩ := hT t hmem
        have := s.le_max' y hy
        linarith [ht.1]
      refine ⟨insert t T, ?_, ?_⟩
      · rw [Finset.card_insert_of_notMem htT,
          Finset.card_insert_of_notMem fun h' => lt_irrefl a (ha a h')]
        omega
      · intro u hu
        rcases Finset.mem_insert.mp hu with rfl | hu
        · exact ⟨ht0, ⟨_, Finset.mem_insert_of_mem hb, ht.1⟩,
            ⟨a, Finset.mem_insert_self a s, ht.2⟩⟩
        · obtain ⟨h0, ⟨x, hx, hxu⟩, y, hy, huy⟩ := hT u hu
          exact ⟨h0, ⟨x, Finset.mem_insert_of_mem hx, hxu⟩,
            ⟨y, Finset.mem_insert_of_mem hy, huy⟩⟩

end

end CriticalPoints
```

Compiling this gives:

```
Main.lean:15:2: error: Invalid alternative name `h0`: Expected `empty` or `insert`
Main.lean:16:2: error: Invalid alternative name `step`: Expected `empty` or `insert`
Main.lean:14:2: error: Alternative `empty` has not been provided
Main.lean:14:2: error: Alternative `insert` has not been provided
```

Cause. The failure is one of names only. When `induction ... using` is followed by named alternatives, each name must be that of a case in the induction principle. Here the cases of `Finset.induction_on_max` are called `empty` and `insert`, but the file calls them `h0` and `step`, so Lean rejects both names in the first two messages. The last two messages are the other side of the same mistake: with no alternative under either expected name, Lean reports both cases as not provided.

The diff renames `h0` to `empty`, for the empty set, and `step` to `insert`, for the addition of a new largest element. Each rename removes one "Invalid alternative name" error and the matching "has not been provided" error. The variables `a s ha ih` and the proofs of both cases stay as they were.

Lean accepts the file once it reads:

```diff
@@ -13,6 +13,6 @@
       (∃ x ∈ S, x < t) ∧ ∃ y ∈ S, t < y := by
   induction S using Finset.induction_on_max with
-  | h0 => exact ⟨∅, by simp, by simp⟩
-  | step a s ha ih =>
+  | empty => exact ⟨∅, by simp, by simp⟩
+  | insert a s ha ih =>
     obtain ⟨T, hc, hT⟩ := ih fun x hx => h x (Finset.mem_insert_of_mem hx)
     rcases s.eq_empty_or_nonempty with rfl | hs
```
